# In an alternating chain of unit point charges at unit spacing, a small rigid anion shift \(u\) lowers the Coulomb energy by \(\tfrac74\zeta(3)u^2\) per cation to leading order

A frozen-phonon calculation displaces atoms along a chosen pattern and extracts a curvature from the energy. One such pattern is a rigid shift of a sublattice by a small \(u\). For a smooth energy with no linear term, the energy difference from the undistorted structure, divided by \(u^2\), settles to a finite limit as \(u\) shrinks: the quadratic coefficient, which is half the second derivative. For the electrostatic energy per cation of an isolated, infinite chain of point charges of fixed magnitude, this limit is \(-\tfrac74\zeta(3)\approx-2.104\). This gives a reference value for testing a one-dimensional Coulomb summation in that model.

Cations of charge \(+1\) sit at the even integers and anions of charge \(-1\) at the odd integers. All anions are then moved by the same \(u\), so the nearest-neighbour distances alternate between \(1+u\) and \(1-u\): the chain dimerises. Lengths are in units of the original spacing \(a\), and energies in units of \(e^2/(4\pi\varepsilon_0a)\). Distances within each sublattice don't change, so the cation-anion energy carries the whole electrostatic change.

The constant \(\zeta(3)=\sum_{m\ge1}m^{-3}\) enters through Mathlib's complex zeta function. The notation `ζ₃` denotes the real part of its value at 3.

```lean
import Mathlib

open Filter Topology

namespace DimerisedIonicChain

noncomputable section

local notation "ζ₃" => Complex.re (riemannZeta 3)
```

## Shells of anions around one cation

Take the cation at the origin. Before the shift, its anions lie in pairs at \(\pm n\), where \(n=2k+1\) and \(k=0,1,2,\dots\). The function `site` gives this odd distance as a real number.

```lean
/-- Distance from a cation to its `k`-th shell of anions in the undistorted chain of
unit spacing: the odd number `2k + 1`. -/
def site (k : ℕ) : ℝ := 2 * k + 1
```

After the shift, the pair sits at \(n+u\) and \(-n+u\). Its energy with the cation is

\[
e_k(u)=-\frac1{|n+u|}-\frac1{|-n+u|}.
\]

```lean
/-- Coulomb energy of a cation at the origin with the two anions of shell `k`, both displaced
by `u`, for unit charges of opposite sign; the domain is `u ≠ ±(2k + 1)`. -/
def shellEnergy (u : ℝ) (k : ℕ) : ℝ :=
  -1 / |site k + u| - 1 / |-site k + u|
```

The energy change of the shell is \(\Delta_k(u)=e_k(u)-e_k(0)\).

```lean
/-- Change of the energy of shell `k` when the anions are displaced by `u`, on the domain
`u ≠ ±(2k + 1)`. -/
def shellChange (u : ℝ) (k : ℕ) : ℝ := shellEnergy u k - shellEnergy 0 k
```

The sum over shells is the energy change per cation, \(E(u)=\sum_{k\ge0}\Delta_k(u)\). Each cation-anion pair is counted once, with its cation, so no factor \(\tfrac12\) appears. The definition does not itself say that the series converges; that is proved below.

```lean
/-- Cation-anion energy change per cation, summed over all shells, for `|u| < 1`. -/
def energyChange (u : ℝ) : ℝ := ∑' k, shellChange u k
```

## The linear terms cancel within each shell

Every shell distance satisfies \(n\ge1\), because \(k\ge0\).

```lean
lemma one_le_site (k : ℕ) : 1 ≤ site k := by
  have h : (0 : ℝ) ≤ k := Nat.cast_nonneg k
  unfold site
  linarith
```

For \(|u|<1\) this gives \(n+u>0\) and \(-n+u<0\), so the two distances are \(n+u\) and \(n-u\), and no anion reaches the cation. Since \(e_k(0)=-2/n\),

\[
\Delta_k(u)=\frac2n-\frac1{n-u}-\frac1{n+u}.
\]

The proof settles the signs first, uses them to remove the absolute values, and leaves the rearrangement to `ring`.

```lean
/-- For `|u| < 1`, the shell at odd distance `n` changes its energy by
`2/n - 1/(n-u) - 1/(n+u)`. -/
theorem shellChange_eq {u : ℝ} (hu : |u| < 1) (k : ℕ) :
    shellChange u k = 2 / site k - 1 / (site k - u) - 1 / (site k + u) := by
  obtain ⟨ha, hb⟩ := abs_lt.mp hu
  have hs := one_le_site k
  have h1 : 0 < site k + u := by linarith
  have h2 : -site k + u < 0 := by linarith
  have h3 : 0 < site k := by linarith
  unfold shellChange shellEnergy
  rw [abs_of_pos h1, abs_of_neg h2, add_zero, add_zero, abs_neg, abs_of_pos h3,
    show -(-site k + u) = site k - u by ring]
  ring
```

Over a common denominator,

\[
\Delta_k(u)=\frac2n-\frac{2n}{n^2-u^2}
=\frac{2(n^2-u^2)-2n^2}{n(n^2-u^2)}
=-\frac{2u^2}{n(n^2-u^2)}.
\]

One anion of the pair approaches while the other recedes, which removes the term linear in \(u\). What remains is never positive. In the proof, `h1`, `h2` and `h3` state that the denominators are nonzero; the fractions are then combined and cross-multiplied.

```lean
/-- For `|u| < 1`, the energy change of the shell at odd distance `n` is
`-2u²/(n(n²-u²))`. -/
theorem shellChange_closed {u : ℝ} (hu : |u| < 1) (k : ℕ) :
    shellChange u k = -(2 * u ^ 2) / (site k * (site k ^ 2 - u ^ 2)) := by
  obtain ⟨ha, hb⟩ := abs_lt.mp hu
  have hs := one_le_site k
  have h1 : site k + u ≠ 0 := by linarith
  have h2 : site k - u ≠ 0 := by linarith
  have h3 : site k ≠ 0 := by linarith
  rw [shellChange_eq hu, show site k ^ 2 - u ^ 2 = (site k - u) * (site k + u) by ring,
    div_sub_div _ _ h3 h2, div_sub_div _ _ (mul_ne_zero h3 h2) h1,
    div_eq_div_iff (mul_ne_zero (mul_ne_zero h3 h2) h1) (mul_ne_zero h3 (mul_ne_zero h2 h1))]
  ring
```

## Inverse cubes of the odd numbers

For small \(u\), the shell change is close to \(-2u^2/n^3\), so the sum needed is that of the odd inverse cubes. The even terms of the zeta series give

\[
\sum_{k\ge1}\frac1{(2k)^3}=\frac18\,\zeta(3),
\qquad\text{hence}\qquad
\sum_{k\ge0}\frac1{(2k+1)^3}=\frac78\,\zeta(3).
\]

`HasSum` says that the series converges and has this value. The proof first identifies `ζ₃` with the real series, then splits that series with `tsum_even_add_odd`. The Lean sums start at zero, where the term \(1/0^3\) counts as 0 and does no harm.

```lean
/-- The inverse cubes of the odd numbers sum to `7ζ(3)/8`. -/
theorem hasSum_odd_cubes : HasSum (fun k => 1 / site k ^ 3) (7 / 8 * ζ₃) := by
  have hs : Summable (fun n : ℕ => 1 / (n : ℝ) ^ 3) :=
    Real.summable_one_div_nat_pow.mpr (by norm_num)
  have hz : riemannZeta 3 = ((∑' n : ℕ, 1 / (n : ℝ) ^ 3 : ℝ) : ℂ) := by
    have h := zeta_nat_eq_tsum_of_gt_one (k := 3) (by norm_num)
    rw [Complex.ofReal_tsum]
    simpa using h
  have hre : ζ₃ = ∑' n : ℕ, 1 / (n : ℝ) ^ 3 := by
    rw [hz, Complex.ofReal_re]
  have he : Summable (fun k : ℕ => 1 / ((2 * k : ℕ) : ℝ) ^ 3) :=
    hs.comp_injective (i := fun k : ℕ => 2 * k) (fun a b h => by
      have h' : 2 * a = 2 * b := h
      omega)
  have ho : Summable (fun k : ℕ => 1 / ((2 * k + 1 : ℕ) : ℝ) ^ 3) :=
    hs.comp_injective (i := fun k : ℕ => 2 * k + 1) (fun a b h => by
      have h' : 2 * a + 1 = 2 * b + 1 := h
      omega)
  -- the even terms carry one eighth of the whole sum
  have hsplit := tsum_even_add_odd (f := fun n : ℕ => 1 / (n : ℝ) ^ 3) he ho
  have heven : ∑' k : ℕ, 1 / ((2 * k : ℕ) : ℝ) ^ 3 = 1 / 8 * ζ₃ := by
    rw [hre, ← tsum_mul_left]
    refine tsum_congr fun k => ?_
    push_cast
    ring
  have hodd : ∑' k : ℕ, 1 / ((2 * k + 1 : ℕ) : ℝ) ^ 3 = 7 / 8 * ζ₃ := by
    linarith
  have hfun : (fun k => 1 / site k ^ 3) = fun k : ℕ => 1 / ((2 * k + 1 : ℕ) : ℝ) ^ 3 := by
    funext k
    simp [site]
  rw [hfun, ← hodd]
  exact ho.hasSum
```

The odd series has non-negative terms and its first term is 1, so \(1\le\tfrac78\zeta(3)\). In particular \(\zeta(3)>0\), which will fix the sign of the energy.

```lean
lemma zeta_pos : 0 < ζ₃ := by
  have h := le_hasSum hasSum_odd_cubes 0 (fun j _ => by
    have := one_le_site j
    positivity)
  norm_num [site] at h
  linarith
```

## Bounds on the energy change

For \(n\ge1\) and \(|u|<1\),

\[
(1-u^2)n^3\le n(n^2-u^2)\le n^3.
\]

The left inequality holds because the difference of its two sides is \(u^2n(n^2-1)\ge0\); the right one holds because \(nu^2\ge0\). Taking reciprocals and multiplying by \(-2u^2\) gives

\[
-\frac{2u^2}{(1-u^2)n^3}\le\Delta_k(u)\le-\frac{2u^2}{n^3}.
\]

The two calls to `one_div_le_one_div_of_le` take the reciprocals, and `nlinarith` proves the polynomial inequalities.

```lean
/-- For `|u| < 1`, each shell's energy change lies between two multiples of its inverse
cubed distance. -/
theorem shellChange_bounds {u : ℝ} (hu : |u| < 1) (k : ℕ) :
    -(2 * u ^ 2 / (1 - u ^ 2)) * (1 / site k ^ 3) ≤ shellChange u k ∧
      shellChange u k ≤ -(2 * u ^ 2) * (1 / site k ^ 3) := by
  obtain ⟨ha, hb⟩ := abs_lt.mp hu
  have hs := one_le_site k
  have h0 : 0 < site k := by linarith
  have hd : 0 < 1 - u ^ 2 := by nlinarith
  have hs2 : 0 ≤ site k ^ 2 - 1 := by nlinarith
  have hp : 0 < site k * (site k ^ 2 - u ^ 2) := mul_pos h0 (by linarith)
  have hu2 : 0 ≤ 2 * u ^ 2 := by positivity
  rw [shellChange_closed hu, div_eq_mul_one_div (-(2 * u ^ 2))]
  constructor
  · have h := one_div_le_one_div_of_le (mul_pos hd (pow_pos h0 3))
      (show (1 - u ^ 2) * site k ^ 3 ≤ site k * (site k ^ 2 - u ^ 2) by
        nlinarith [mul_nonneg (mul_nonneg h0.le (sq_nonneg u)) hs2])
    have e : 1 / ((1 - u ^ 2) * site k ^ 3) = 1 / (1 - u ^ 2) * (1 / site k ^ 3) := by
      rw [div_mul_div_comm, one_mul]
    rw [e] at h
    have h' := mul_le_mul_of_nonneg_left h hu2
    rw [div_eq_mul_one_div (2 * u ^ 2)]
    linarith
  · have h := one_div_le_one_div_of_le hp
      (show site k * (site k ^ 2 - u ^ 2) ≤ site k ^ 3 by
        nlinarith [mul_nonneg h0.le (sq_nonneg u)])
    have h' := mul_le_mul_of_nonneg_left h hu2
    linarith
```

Thus \(-\Delta_k(u)\) is non-negative and at most a fixed multiple of \(1/n^3\). Comparison with the odd inverse cubes proves convergence.

```lean
/-- The cation-anion energy change converges for every displacement `|u| < 1`. -/
theorem summable_shellChange {u : ℝ} (hu : |u| < 1) : Summable (shellChange u) := by
  have h : Summable (fun k => -shellChange u k) := by
    refine Summable.of_nonneg_of_le (fun k => ?_) (fun k => ?_)
      (hasSum_odd_cubes.mul_left (2 * u ^ 2 / (1 - u ^ 2))).summable
    · have h1 := (shellChange_bounds hu k).2
      have hs := one_le_site k
      have h2 : 0 ≤ 2 * u ^ 2 * (1 / site k ^ 3) := by positivity
      linarith
    · have h1 := (shellChange_bounds hu k).1
      linarith
  simpa using h.neg
```

Summing the shell bounds, with \(2\cdot\tfrac78=\tfrac74\), gives

\[
-\frac{7\zeta(3)}4\,\frac{u^2}{1-u^2}\le E(u)\le-\frac{7\zeta(3)}4\,u^2 .
\]

These bounds hold throughout \(|u|<1\), so they also limit the error made by using the quadratic term at a finite displacement. The lemma `hasSum_le` carries the termwise inequalities over to the sums.

```lean
/-- For `|u| < 1`, the energy change lies between `-(7/4)ζ(3)u²/(1-u²)` and
`-(7/4)ζ(3)u²`. -/
theorem energyChange_bounds {u : ℝ} (hu : |u| < 1) :
    -(7 / 4) * ζ₃ / (1 - u ^ 2) * u ^ 2 ≤ energyChange u ∧
      energyChange u ≤ -(7 / 4) * ζ₃ * u ^ 2 := by
  have hE : HasSum (shellChange u) (energyChange u) := (summable_shellChange hu).hasSum
  constructor
  · have h := hasSum_le (fun k => (shellChange_bounds hu k).1)
      (hasSum_odd_cubes.mul_left (-(2 * u ^ 2 / (1 - u ^ 2)))) hE
    refine le_trans (le_of_eq ?_) h
    ring
  · have h := hasSum_le (fun k => (shellChange_bounds hu k).2) hE
      (hasSum_odd_cubes.mul_left (-(2 * u ^ 2)))
    linarith
```

## Sign and curvature

For \(0<|u|<1\), the upper bound is strictly negative, so \(E(u)<0\). Dividing both bounds by \(u^2>0\) gives

\[
-\frac{7\zeta(3)}{4(1-u^2)}\le\frac{E(u)}{u^2}\le-\frac{7\zeta(3)}4,
\]

and both ends tend to \(-\tfrac74\zeta(3)\) as \(u\to0\).

The first part of the theorem states convergence, `Summable (shellChange u)`, together with the negative sign, for every real \(u\) with \(0<|u|<1\). The second part is the limit. Its filter `𝓝[≠] 0` means that \(u\) approaches zero from either side without equalling it. The proof shows that the lower bound is continuous at zero, restricts attention to \(|u|<1\), and squeezes the quotient.

```lean
/-- For `0 < |u| < 1` the cation-anion energy change converges and is negative; divided by
`u²` it tends to `-(7/4)ζ(3)` as `u` tends to zero through nonzero values. -/
theorem madelung_dimerisation :
    (∀ u : ℝ, 0 < |u| → |u| < 1 → Summable (shellChange u) ∧ energyChange u < 0) ∧
      Tendsto (fun u => energyChange u / u ^ 2) (𝓝[≠] 0) (𝓝 (-(7 / 4) * ζ₃)) := by
  constructor
  · intro u h0 hu
    have hu2 : 0 < u ^ 2 := sq_pos_of_ne_zero (abs_pos.mp h0)
    have h := (energyChange_bounds hu).2
    exact ⟨summable_shellChange hu, by nlinarith [mul_pos zeta_pos hu2]⟩
  · have hc : ContinuousAt (fun u : ℝ => -(7 / 4) * ζ₃ / (1 - u ^ 2)) 0 :=
      ContinuousAt.div continuousAt_const (by fun_prop) (by norm_num)
    have hl : Tendsto (fun u : ℝ => -(7 / 4) * ζ₃ / (1 - u ^ 2)) (𝓝 0)
        (𝓝 (-(7 / 4) * ζ₃ / (1 - (0 : ℝ) ^ 2))) := hc
    have e : -(7 / 4) * ζ₃ / (1 - (0 : ℝ) ^ 2) = -(7 / 4) * ζ₃ := by norm_num
    rw [e] at hl
    have hn : {u : ℝ | |u| < 1} ∈ 𝓝 (0 : ℝ) :=
      (isOpen_lt continuous_abs continuous_const).mem_nhds (by simp)
    -- squeeze the quotient between the two energy bounds
    refine tendsto_of_tendsto_of_tendsto_of_le_of_le'
      (hl.mono_left nhdsWithin_le_nhds) tendsto_const_nhds ?_ ?_
    · filter_upwards [nhdsWithin_le_nhds hn, self_mem_nhdsWithin] with u hu h0
      rw [le_div_iff₀ (sq_pos_of_ne_zero h0)]
      exact (energyChange_bounds hu).1
    · filter_upwards [nhdsWithin_le_nhds hn, self_mem_nhdsWithin] with u hu h0
      rw [div_le_iff₀ (sq_pos_of_ne_zero h0)]
      exact (energyChange_bounds hu).2
```

## Elastic resistance to dimerisation

Electrostatics alone favours the shift, but in an ionic chain the short-range repulsion between neighbouring ions opposes it. The model represents this by an elastic cost \(Ku^2/2\) per cation. The stiffness \(K\) is a given constant, not derived from a repulsive potential. The total change is \(E(u)+Ku^2/2\), and the upper bound on \(E(u)\) yields

\[
E(u)+\frac K2u^2\le\left(\frac K2-\frac{7\zeta(3)}4\right)u^2 .
\]

If \(K<\tfrac72\zeta(3)\approx4.207\), the right-hand side is negative for every \(0<|u|<1\). Any such displacement then lowers the energy of the model. The final `nlinarith` combines the bound with the positive product of \(\tfrac72\zeta(3)-K\) and \(u^2\).

```lean
/-- With an elastic cost `Ku²/2` per cation and `K < (7/2)ζ(3)`, every displacement
`0 < |u| < 1` lowers the sum of cation-anion and elastic energy. -/
theorem soft_chain_distorts {K u : ℝ} (hK : K < 7 / 2 * ζ₃) (h0 : 0 < |u|) (hu : |u| < 1) :
    energyChange u + K / 2 * u ^ 2 < 0 := by
  have hu2 : 0 < u ^ 2 := sq_pos_of_ne_zero (abs_pos.mp h0)
  have h := (energyChange_bounds hu).2
  nlinarith [mul_pos (sub_pos.mpr hK) hu2]
```

If \(K>\tfrac72\zeta(3)\), then \(-K/2\) lies below the limit of \(E(u)/u^2\). For all sufficiently small nonzero \(u\), therefore,

\[
\frac{E(u)}{u^2}>-\frac K2,
\qquad\text{so}\qquad
E(u)+\frac K2u^2>0 .
\]

The undistorted chain is then stable against small rigid shifts of the anions. The quantifier `∀ᶠ u in 𝓝[≠] (0 : ℝ)` expresses "for all sufficiently small nonzero \(u\)", with a range that may depend on \(K\). The proof takes the inequality for the quotient from the limit and multiplies it by \(u^2\).

Some restriction on the size of \(u\) is necessary. The nearest shell contributes \(-2u^2/(1-u^2)\), which tends to \(-\infty\) as \(|u|\to1\), so a harmonic cost with fixed \(K\) eventually loses; this remark is argued only in prose.

```lean
/-- With an elastic cost `Ku²/2` per cation and `K > (7/2)ζ(3)`, every sufficiently small
nonzero displacement raises the sum of cation-anion and elastic energy. -/
theorem stiff_chain_resists {K : ℝ} (hK : 7 / 2 * ζ₃ < K) :
    ∀ᶠ u in 𝓝[≠] (0 : ℝ), 0 < energyChange u + K / 2 * u ^ 2 := by
  have hlt : -(K / 2) < -(7 / 4) * ζ₃ := by linarith
  filter_upwards [madelung_dimerisation.2.eventually (lt_mem_nhds hlt),
    self_mem_nhdsWithin] with u h h0
  rw [lt_div_iff₀ (sq_pos_of_ne_zero h0)] at h
  linarith

end

end DimerisedIonicChain
```

The two stability statements concern a single distortion, the uniform shift of one sublattice. Other displacement patterns, polarisable ions, charge transfer and the Coulomb field of neighbouring chains would each need a different energy function.

```lean
#print axioms DimerisedIonicChain.soft_chain_distorts
#print axioms DimerisedIonicChain.stiff_chain_resists
```

```
'DimerisedIonicChain.soft_chain_distorts' depends on axioms: [propext, Classical.choice, Quot.sound]
'DimerisedIonicChain.stiff_chain_resists' depends on axioms: [propext, Classical.choice, Quot.sound]
```
